# For a continuous pair density, the pair probability within separation $e$, divided by $e^3$, tends to $4\pi h(0)/3$ as $e \to 0^+$

## Counting close pairs

A Monte Carlo run that samples the square of a wavefunction can estimate the pair density at electron coalescence as follows. Count how often two electrons are found closer than a small distance $e$, turn the count into a probability, and divide by the volume $4\pi e^3/3$ of the sphere of radius $e$. The estimate is sound if this quotient tends to the density at zero separation as the sphere shrinks. It does so whenever the density is continuous down to coalescence.

Let $u \ge 0$ be the distance between two electrons and $h(u)$ the spherically averaged pair density, that is, the density of the interelectronic vector averaged over its directions. The pair probability within separation $e$ is

$$P_h(e) = \int_0^e 4\pi u^2 h(u)\,du .$$

Here and below, $h$ is assumed continuous on $[0,\infty)$. The claim is that $P_h(e)/e^3 \to 4\pi h(0)/3$ as $e \to 0^+$. In electronic structure this means that, for any model whose averaged pair density is continuous on $[0,\infty)$, the neighbourhood of coalescence holds a pair probability of order $e^3$ at most. This concerns probability; it does not bound the energy error made by describing that region badly.

## From power laws to the limit

**A power law.** Let $a$ be a real number and $n$ a natural number. For $h(u) = a u^n$,

$$P_h(e) = 4\pi a \int_0^e u^{n+2}\,du = \frac{4\pi}{n+3}\,a\,e^{n+3}.$$

**A trapped density.** Suppose $a u^n \le h(u) \le b u^n$ for $0 < u \le e$. Multiplying by $4\pi u^2 \ge 0$ keeps the inequalities, and at $u = 0$ all three products vanish. Integration from $0$ to $e$ gives

$$\frac{4\pi}{n+3}\,a\,e^{n+3} \le P_h(e) \le \frac{4\pi}{n+3}\,b\,e^{n+3}.$$

**The general limit.** Suppose $h(u)/u^n \to c$ as $u \to 0^+$. Write $K = 4\pi/(n+3)$, take $\varepsilon > 0$, and put $\eta = \varepsilon/(2K)$. There is a $\delta > 0$ such that $|h(u)/u^n - c| < \eta$ for $0 < u < \delta$. If $0 < e < \delta$, then $(c-\eta)u^n \le h(u) \le (c+\eta)u^n$ for every $u$ in $(0,e]$. The previous step, divided by $e^{n+3}$, gives

$$K(c - \eta) \le \frac{P_h(e)}{e^{n+3}} \le K(c+\eta).$$

The quotient therefore differs from $Kc$ by at most $K\eta = \varepsilon/2 < \varepsilon$, so

$$\frac{P_h(e)}{e^{n+3}} \to \frac{4\pi c}{n+3}.$$

**Coalescence.** For $n = 0$ the hypothesis reads $h(u) \to c$, and continuity at zero supplies $c = h(0)$. The limit is $4\pi h(0)/3$.

For two electrons of the same spin, the pair density typically starts as $c u^2$. The case $n = 2$ then gives $P_h(e)/e^5 \to 4\pi c/5$.

## Vanishing density, cusp and Coulomb hole

Since a limit is unique, $P_h(e)/e^3 \to 0$ holds exactly when $4\pi h(0)/3 = 0$, that is, when $h(0) = 0$.

Now let $h$ have right derivative $d$ at zero. Then $(h(u) - h(0))/u \to d$, and the general limit with $n = 1$ applies to $h - h(0)$. By linearity of the integral, the pair probability of this difference is $P_h(e) - 4\pi h(0)e^3/3$. Hence

$$\frac{P_h(e) - \tfrac{4\pi}{3}h(0)e^3}{e^4} \to \frac{4\pi}{4}\,d = \pi d .$$

The slope $d$ stands for the linear cusp that the Coulomb repulsion produces in the pair density.

Finally, let $g$ be a continuous reference density, such as that of a Hartree–Fock calculation, with $g(0) \ne 0$. Dividing the two cubic limits gives

$$\frac{P_h(e)}{P_g(e)} = \frac{P_h(e)/e^3}{P_g(e)/e^3} \to \frac{h(0)}{g(0)} .$$

If $h$ is the correlated density, one minus this ratio is the depth of the Coulomb hole at coalescence, relative to $g(0)$. The condition $g(0) \ne 0$ says that the reference allows the two electrons to meet.

## A worked instance with a linear cusp

In atomic units, the cusp condition for two electrons of opposite spin gives $d = h(0)$. Take $h(u) = 0.1\,(1 + u)$ at short range. Then

$$\frac{P_h(e)}{e^3} = \frac{0.4\pi}{3} + 0.1\,\pi e .$$

The limit is $0.4189$. At $e = 0.1$ the quotient is $0.4503$, and dividing by $4\pi/3$ estimates $h(0)$ as $0.1075$, which is $7.5\%$ too high. At $e = 0.01$ the quotient is $0.4220$ and the error falls to $0.75\%$, but the sphere then holds about a thousand times fewer pairs.

## The statement in Lean

The density is a function `h : ℝ → ℝ`, and `pairProb h e` is the integral $P_h(e)$. The hypothesis `ContinuousOn h (Set.Ici 0)` is continuity on $[0,\infty)$; the values of `h` at negative arguments play no part. The filter `𝓝[>] 0` expresses approach to zero through positive separations. Thus `pairProb_coalescence` says that `pairProb h e / e ^ 3` tends to `4 * π * h 0 / 3`.

The factor $4\pi u^2$ belongs to the definition of `pairProb`, so `h` must be the angular average and not the radial distribution that already contains this factor. Neither positivity nor normalisation of `h` is assumed. If the density is normalised to the number of pairs instead of to one, `pairProb` is an expected number of pairs.

No wavefunction or Hamiltonian appears. The continuity of `h` is a hypothesis, as are the power law in `pairProb_order` and the existence of the slope `d` in `pairProb_cusp`; the value of `d` set by the Coulomb interaction is not derived. The limits also give no universal range of $e$, since how small the separation must be depends on the density.

```lean
import Mathlib

open Filter Topology MeasureTheory
open scoped Real

namespace CoalescencePairProbability

noncomputable section

/-- The pair probability within separation `e`: the integral of `4 π u² h(u)` from `0` to `e`,
where `h` is the spherically averaged pair density. -/
def pairProb (h : ℝ → ℝ) (e : ℝ) : ℝ := ∫ u in (0 : ℝ)..e, 4 * π * u ^ 2 * h u

/-- For a power-law pair density `a uⁿ` the pair probability within separation `e` is
`4 π a eⁿ⁺³ / (n + 3)`. -/
theorem pairProb_power (a : ℝ) (n : ℕ) (e : ℝ) :
    pairProb (fun u => a * u ^ n) e = 4 * π / ((n : ℝ) + 3) * a * e ^ (n + 3) := by
  have hf : (fun u : ℝ => 4 * π * u ^ 2 * (a * u ^ n))
      = fun u => (4 * π * a) * u ^ (n + 2) := by
    funext u
    ring
  unfold pairProb
  rw [hf, intervalIntegral.integral_const_mul, integral_pow, zero_pow (Nat.succ_ne_zero _)]
  push_cast
  ring

/-- The pair probability of a difference of two continuous pair densities is the difference of
their pair probabilities, at every separation `e ≥ 0`. -/
theorem pairProb_sub {f g : ℝ → ℝ} (hf : ContinuousOn f (Set.Ici 0))
    (hg : ContinuousOn g (Set.Ici 0)) {e : ℝ} (he : 0 ≤ e) :
    pairProb (fun u => f u - g u) e = pairProb f e - pairProb g e := by
  have hi : ∀ k : ℝ → ℝ, ContinuousOn k (Set.Ici 0) →
      IntervalIntegrable (fun u => 4 * π * u ^ 2 * k u) volume 0 e := fun k hk =>
    ContinuousOn.intervalIntegrable_of_Icc he
      (ContinuousOn.mul (by fun_prop) (hk.mono fun u hu => hu.1))
  unfold pairProb
  rw [← intervalIntegral.integral_sub (hi f hf) (hi g hg)]
  congr 1
  funext u
  ring

/-- Let `e ≥ 0`. If a continuous pair density lies between `a uⁿ` and `b uⁿ` for `0 < u ≤ e`, its
pair probability within `e` lies between those of the two power laws. -/
theorem pairProb_bounds {h : ℝ → ℝ} (hc : ContinuousOn h (Set.Ici 0)) {n : ℕ} {a b e : ℝ}
    (he : 0 ≤ e) (hb : ∀ u, 0 < u → u ≤ e → a * u ^ n ≤ h u ∧ h u ≤ b * u ^ n) :
    4 * π / ((n : ℝ) + 3) * a * e ^ (n + 3) ≤ pairProb h e ∧
      pairProb h e ≤ 4 * π / ((n : ℝ) + 3) * b * e ^ (n + 3) := by
  have hi : IntervalIntegrable (fun u => 4 * π * u ^ 2 * h u) volume 0 e :=
    ContinuousOn.intervalIntegrable_of_Icc he
      (ContinuousOn.mul (by fun_prop) (hc.mono fun u hu => hu.1))
  have hp : ∀ k : ℝ, IntervalIntegrable (fun u : ℝ => 4 * π * u ^ 2 * (k * u ^ n)) volume 0 e :=
    fun k => Continuous.intervalIntegrable (by fun_prop) _ _
  -- the volume factor removes the endpoint `u = 0`
  constructor
  · rw [← pairProb_power a n e]
    unfold pairProb
    refine intervalIntegral.integral_mono_on he (hp a) hi (fun u hu => ?_)
    rcases hu.1.eq_or_lt with h0 | h0
    · simp [← h0]
    · exact mul_le_mul_of_nonneg_left (hb u h0 hu.2).1 (by positivity)
  · rw [← pairProb_power b n e]
    unfold pairProb
    refine intervalIntegral.integral_mono_on he hi (hp b) (fun u hu => ?_)
    rcases hu.1.eq_or_lt with h0 | h0
    · simp [← h0]
    · exact mul_le_mul_of_nonneg_left (hb u h0 hu.2).2 (by positivity)

/-- If a continuous pair density behaves as `c uⁿ` near coalescence, the pair probability within
`e`, divided by `eⁿ⁺³`, tends to `4 π c / (n + 3)` as `e` tends to `0` from above. -/
theorem pairProb_order {h : ℝ → ℝ} (hc : ContinuousOn h (Set.Ici 0)) {n : ℕ} {c : ℝ}
    (hl : Tendsto (fun u => h u / u ^ n) (𝓝[>] 0) (𝓝 c)) :
    Tendsto (fun e => pairProb h e / e ^ (n + 3)) (𝓝[>] 0)
      (𝓝 (4 * π / ((n : ℝ) + 3) * c)) := by
  rw [Metric.tendsto_nhdsWithin_nhds] at hl ⊢
  intro ε hε
  obtain ⟨K, hK⟩ : ∃ K, K = 4 * π / ((n : ℝ) + 3) := ⟨_, rfl⟩
  have hK0 : 0 < K := by rw [hK]; positivity
  obtain ⟨η, hη0, hη⟩ : ∃ η > 0, K * η = ε / 2 :=
    ⟨ε / (2 * K), by positivity, by field_simp⟩
  obtain ⟨δ, hδ, H⟩ := hl η hη0
  refine ⟨δ, hδ, fun e he hd => ?_⟩
  have he' : 0 < e := he
  rw [Real.dist_eq, sub_zero, abs_of_pos he'] at hd
  -- trap the density between two nearby power laws
  have hb : ∀ u, 0 < u → u ≤ e → (c - η) * u ^ n ≤ h u ∧ h u ≤ (c + η) * u ^ n := by
    intro u hu hue
    have hq := H (show u ∈ Set.Ioi (0 : ℝ) from hu)
      (by rw [Real.dist_eq, sub_zero, abs_of_pos hu]; linarith)
    rw [Real.dist_eq, abs_lt] at hq
    have hp : 0 < u ^ n := pow_pos hu n
    constructor
    · rw [← le_div_iff₀ hp]
      linarith [hq.1]
    · rw [← div_le_iff₀ hp]
      linarith [hq.2]
  obtain ⟨h1, h2⟩ := pairProb_bounds hc he'.le hb
  rw [← hK] at h1 h2 ⊢
  have hpow : 0 < e ^ (n + 3) := pow_pos he' _
  have h3 := (le_div_iff₀ hpow).2 h1
  have h4 := (div_le_iff₀ hpow).2 h2
  rw [Real.dist_eq, abs_lt]
  constructor <;> nlinarith

/-- For a pair density continuous on `[0, ∞)`, the pair probability within `e`, divided by `e³`,
tends to `4 π h(0) / 3` as `e` tends to `0` from above. -/
theorem pairProb_coalescence {h : ℝ → ℝ} (hc : ContinuousOn h (Set.Ici 0)) :
    Tendsto (fun e => pairProb h e / e ^ 3) (𝓝[>] 0) (𝓝 (4 * π * h 0 / 3)) := by
  have h0 : Tendsto h (𝓝[>] 0) (𝓝 (h 0)) :=
    (hc 0 Set.self_mem_Ici).mono_left (nhdsWithin_mono _ Set.Ioi_subset_Ici_self)
  have key := pairProb_order hc (n := 0) (c := h 0) (by simpa using h0)
  have hv : 4 * π * h 0 / 3 = 4 * π / (((0 : ℕ) : ℝ) + 3) * h 0 := by
    push_cast
    ring
  rw [hv]
  exact key

/-- For a continuous pair density, the pair probability within `e` vanishes faster than `e³`
exactly when the pair density is zero at coalescence. -/
theorem pairProb_subcubic_iff {h : ℝ → ℝ} (hc : ContinuousOn h (Set.Ici 0)) :
    Tendsto (fun e => pairProb h e / e ^ 3) (𝓝[>] 0) (𝓝 0) ↔ h 0 = 0 := by
  constructor
  · intro ht
    have hu := tendsto_nhds_unique ht (pairProb_coalescence hc)
    have hpi := Real.pi_pos
    have hz : π * h 0 = 0 := by linarith
    exact (mul_eq_zero.1 hz).resolve_left hpi.ne'
  · intro hz
    simpa [hz] using pairProb_coalescence hc

/-- If a continuous pair density has right derivative `d` at coalescence, the pair probability
within `e` exceeds `4 π h(0) e³ / 3` by an amount which, divided by `e⁴`, tends to `π d`. -/
theorem pairProb_cusp {h : ℝ → ℝ} (hc : ContinuousOn h (Set.Ici 0)) {d : ℝ}
    (hd : HasDerivWithinAt h d (Set.Ici 0) 0) :
    Tendsto (fun e => (pairProb h e - 4 * π * h 0 / 3 * e ^ 3) / e ^ 4) (𝓝[>] 0)
      (𝓝 (π * d)) := by
  have hs := (hasDerivWithinAt_iff_tendsto_slope' (Set.notMem_Ioi.2 le_rfl)).1
    (hd.mono Set.Ioi_subset_Ici_self)
  have hg : ContinuousOn (fun u : ℝ => h 0 * u ^ 0) (Set.Ici 0) := by fun_prop
  -- the density minus its coalescence value starts linearly
  have hl : Tendsto (fun u => (h u - h 0 * u ^ 0) / u ^ 1) (𝓝[>] 0) (𝓝 d) := by
    refine hs.congr fun u => ?_
    rw [slope_def_field, sub_zero, pow_zero, pow_one, mul_one]
  have key := pairProb_order (hc.sub hg) (n := 1) (c := d) hl
  have hv : π * d = 4 * π / (((1 : ℕ) : ℝ) + 3) * d := by
    push_cast
    ring
  rw [hv]
  refine key.congr' ?_
  filter_upwards [self_mem_nhdsWithin] with e he
  have hsub := pairProb_sub hc hg (le_of_lt (show (0 : ℝ) < e from he))
  have hpow := pairProb_power (h 0) 0 e
  have hcube : 4 * π / (((0 : ℕ) : ℝ) + 3) * h 0 * e ^ (0 + 3)
      = 4 * π * h 0 / 3 * e ^ 3 := by
    push_cast
    ring
  rw [hpow, hcube] at hsub
  exact congrArg (fun x => x / e ^ 4) hsub

/-- For two continuous pair densities `h` and `g` with `g(0) ≠ 0`, the ratio of their pair
probabilities within `e` tends to `h(0) / g(0)` as `e` tends to `0` from above. -/
theorem pairProb_ratio {h g : ℝ → ℝ} (hh : ContinuousOn h (Set.Ici 0))
    (hg : ContinuousOn g (Set.Ici 0)) (g0 : g 0 ≠ 0) :
    Tendsto (fun e => pairProb h e / pairProb g e) (𝓝[>] 0) (𝓝 (h 0 / g 0)) := by
  have hpi := Real.pi_ne_zero
  have hne : 4 * π * g 0 / 3 ≠ 0 := by positivity
  have key := (pairProb_coalescence hh).div (pairProb_coalescence hg) hne
  have hv : h 0 / g 0 = (4 * π * h 0 / 3) / (4 * π * g 0 / 3) := by
    field_simp
  rw [hv]
  refine key.congr' ?_
  filter_upwards [self_mem_nhdsWithin] with e he
  -- the common volume factor cancels
  exact div_div_div_cancel_right₀ (pow_ne_zero 3 (ne_of_gt he)) _ _

end

end CoalescencePairProbability
```

```lean
#print axioms CoalescencePairProbability.pairProb_subcubic_iff
-- 'CoalescencePairProbability.pairProb_subcubic_iff' depends on axioms: [propext, Classical.choice, Quot.sound]
#print axioms CoalescencePairProbability.pairProb_cusp
-- 'CoalescencePairProbability.pairProb_cusp' depends on axioms: [propext, Classical.choice, Quot.sound]
#print axioms CoalescencePairProbability.pairProb_ratio
-- 'CoalescencePairProbability.pairProb_ratio' depends on axioms: [propext, Classical.choice, Quot.sound]
```

## How the lemmas fit together

`pairProb_power` collects the powers of $u$ and applies the standard integral `integral_pow`. `pairProb_sub` is the linearity needed for the cusp; continuity on $[0,e]$ makes both integrands integrable.

`pairProb_bounds` is the trapping step. The monotonicity lemma `intervalIntegral.integral_mono_on` asks for an inequality on the whole closed interval, while the hypothesis concerns only $u > 0$. The proof therefore splits into two cases: at $u = 0$ the factor $u^2$ makes both sides zero, and for $u > 0$ the assumed inequality is multiplied by a nonnegative number.

`pairProb_order` is the $\varepsilon$ argument, with `K`, `η` and `δ` in the same roles as above. The step `hb` turns the bound on $h(u)/u^n$ into two power laws by multiplying through by $u^n > 0$. The bounds on the integral are then divided by $e^{n+3}$, and `nlinarith` combines them with $K\eta = \varepsilon/2$.

`pairProb_coalescence` restricts continuity at zero to an approach from the right and sets `n := 0`. In `pairProb_subcubic_iff`, one direction compares two limits of the same function through `tendsto_nhds_unique`, and the other substitutes $h(0) = 0$.

`pairProb_cusp` reads the right derivative as a limit of slopes and applies `pairProb_order` with `n := 1` to the density minus its coalescence value. That constant is written `h 0 * u ^ 0`, so that `pairProb_power` can evaluate its integral. `pairProb_ratio` divides the two cubic limits, which is allowed because the limit for `g` is nonzero, and then cancels the common $e^3$ for $e > 0$.
